# For a quasi-Newton iteration converging to a point with invertible Jacobian, accuracy of the approximate Jacobians along the steps is equivalent to superlinear convergence to a root

My self-consistency loop stops once the last Broyden step is shorter than a threshold, and I read that length as an estimate of how far the density was from the solution before the step. That is sound if convergence is superlinear, meaning that the error after a step divided by the error before it tends to zero.

On a small model I compared the final Broyden matrix with a finite-difference Jacobian. They still disagree badly in some directions. How can the iteration be superlinear with a wrong Jacobian, and what does the matrix have to get right? Also, if the densities settle down, is their limit really a solution?

## Only the action on the steps has to be right

Write the residual as F(x), for instance output density minus input density, with x the list of density parameters. The iterates x_k converge to p, and A = F'(p) is the Jacobian there. The matrix B_k stands for the Jacobian itself, not for its inverse, which many codes store instead. Put

s_k = x_{k+1} − x_k,  e_k = x_k − p,  B_k s_k = −F(x_k).

The Dennis–Moré condition asks that

(B_k − A) s_k = o(s_k),

that is, for every c > 0 the left side has norm at most c‖s_k‖ once k is large. It tests B_k only on the step actually taken. If A is invertible, the condition holds exactly when F(p) = 0 and e_{k+1} = o(e_k). Errors of B_k in directions that the steps don't explore are harmless.

Invertibility of A means that no small change of the density leaves the residual unchanged to first order. A continuous family of solutions, such as one produced by a broken rotational symmetry, violates it.

**The new residual.** Assume that F is continuously differentiable. Then, for large k, F' is close to A on the short segment between x_k and x_{k+1}. Integrating F' − A along that segment gives

F(x_{k+1}) − F(x_k) − A s_k = o(s_k).

Replacing −F(x_k) by B_k s_k turns this into

F(x_{k+1}) + (B_k − A) s_k = o(s_k).  (1)

**The limit is a root.** Under the Dennis–Moré condition, (1) gives F(x_{k+1}) = o(s_k). The steps tend to zero because the iterates converge, so F(x_{k+1}) → 0. By continuity F(x_{k+1}) → F(p), hence F(p) = 0. Settling down alone would not be enough: if the B_k grow without bound, the steps can die out away from any solution.

**Residual and error have the same order.** Let y_k → p with F(p) = 0, and put d_k = y_k − p. Then F(y_k) = A d_k + o(d_k). Invertibility supplies M > 0 with ‖d‖ ≤ M‖A d‖ for all d. For large k the remainder is at most ‖d_k‖/(2M), so

‖d_k‖/(2M) ≤ ‖F(y_k)‖ ≤ (‖A‖ + 1/(2M)) ‖d_k‖.

**Superlinear convergence.** Take y_k = x_{k+1}. Then e_{k+1} = O(F(x_{k+1})) = o(s_k). For large k this means ‖e_{k+1}‖ ≤ ½‖s_k‖, and since s_k = e_{k+1} − e_k,

‖s_k‖ ≤ ½‖s_k‖ + ‖e_k‖, so ‖s_k‖ ≤ 2‖e_k‖.

Therefore e_{k+1} = o(e_k).

**The converse.** Suppose F(p) = 0 and e_{k+1} = o(e_k). For large k, ‖e_k‖ ≤ ‖s_k‖ + ½‖e_k‖, so ‖e_k‖ ≤ 2‖s_k‖. Then F(x_{k+1}) = O(e_{k+1}) = o(e_k) = o(s_k), and (1) returns the Dennis–Moré condition.

**Your stopping rule.** Let r_k = ‖e_{k+1}‖/‖e_k‖, with no iterate equal to p. The triangle inequality gives

1 − r_k ≤ ‖s_k‖/‖e_k‖ ≤ 1 + r_k.

When r_k → 0, the step length divided by the error before the step tends to one. This is a limit; it doesn't say how large k must be.

## One variable leaves no room for a wrong Jacobian

With a single unknown and nonzero steps, (B_k − A)s_k divided by s_k is just B_k − A. The condition then says B_k → A, so your puzzle can't arise.

Two variables suffice for it. Take F(u, v) = (f(u), v), start with v = 0, and let B_k be diagonal with entries f'(u_k) and 5. Every step has zero v-component, so the wrong entry 5 (the true one is 1) is never used. The iteration is Newton's method in u. For continuously differentiable f it is superlinear whenever it converges to a point where f' is nonzero, although the entry 5 is never corrected.

## What the Lean statements say

`E` and `G` are real normed spaces, possibly of infinite dimension, and `F` maps `E` to `G`. Each `B k` is a continuous linear map; it need not be invertible, as long as the step solves its equation. The definitions translate as follows:

- `step x k` is s_k.
- `QuasiNewton F B x` is B_k s_k = −F(x_k) for every k from 0 on. This is the full step; a damping factor α ≠ 0 can be absorbed by using B_k/α in place of B_k.
- `DennisMore A B x` is the condition above, not the theorem of that name.
- `Superlinear x p` is e_{k+1} = o(e_k).

Little-o avoids quotients, so zero steps are allowed. For nonzero steps, `DennisMore` is the usual statement that ‖(B_k − A)s_k‖/‖s_k‖ tends to zero.

The main theorem, `dennisMore_iff`, needs a derivative only at p, in the strict sense `HasStrictFDerivAt`: F(u) − F(v) − A(u − v) = o(u − v) as u and v both approach p. Its `A : E ≃L[ℝ] G` is a linear map with continuous inverse.

The version for n real parameters is `dennisMore_iff_euclidean`. It assumes that F is continuously differentiable, that `fderiv ℝ F p` is invertible and that no iterate equals p, and it states superlinear convergence as r_k → 0. It applies to a self-consistency calculation with finitely many real density parameters and a continuously differentiable residual.

Convergence of x_k to p is assumed throughout. No update formula for B_k appears either, so the step left between these theorems and your Broyden run is to show that Broyden's update produces matrices satisfying the Dennis–Moré condition. For Newton's method that step is supplied: `newton_superlinear` shows that a convergent Newton iteration with invertible F'(p) reaches a root superlinearly.

```lean
import Mathlib

open Filter Asymptotics Topology

namespace NonlinearDennisMore

variable {E G : Type*} [NormedAddCommGroup E] [NormedSpace ℝ E]
  [NormedAddCommGroup G] [NormedSpace ℝ G]

/-- The step `s_k = x_{k+1} - x_k` of an iteration. -/
def step (x : ℕ → E) (k : ℕ) : E := x (k + 1) - x k

/-- The quasi-Newton equation `B_k s_k = -F(x_k)` holds at every iteration. -/
def QuasiNewton (F : E → G) (B : ℕ → E →L[ℝ] G) (x : ℕ → E) : Prop :=
  ∀ k, B k (step x k) = -F (x k)

/-- The Dennis–Moré condition: the error of `B_k` as an approximation of `A`, applied to the
step `s_k`, is of smaller order than `s_k`. -/
def DennisMore (A : E →L[ℝ] G) (B : ℕ → E →L[ℝ] G) (x : ℕ → E) : Prop :=
  (fun k => B k (step x k) - A (step x k)) =o[atTop] step x

/-- Superlinear convergence: the next error `x_{k+1} - p` is of smaller order than the
current error `x_k - p`. -/
def Superlinear (x : ℕ → E) (p : E) : Prop :=
  (fun k => x (k + 1) - p) =o[atTop] fun k => x k - p

/-- For a quasi-Newton iteration converging to a point where `F` has strict derivative `A`, the
new residual equals `-(B_k - A) s_k` up to terms of smaller order than the step. -/
theorem residual_add_isLittleO {F : E → G} {A : E →L[ℝ] G} {B : ℕ → E →L[ℝ] G}
    {x : ℕ → E} {p : E} (hF : HasStrictFDerivAt F A p) (hx : Tendsto x atTop (𝓝 p))
    (hB : QuasiNewton F B x) :
    (fun k => F (x (k + 1)) + (B k (step x k) - A (step x k))) =o[atTop] step x := by
  have h1 : Tendsto (fun k => x (k + 1)) atTop (𝓝 p) := hx.comp (tendsto_add_atTop_nat 1)
  have h := hF.isLittleO.comp_tendsto (h1.prodMk_nhds hx)
  refine h.congr (fun k => ?_) (fun k => rfl)
  have hk : B k (step x k) = -F (x k) := hB k
  show F (x (k + 1)) - F (x k) - A (step x k)
    = F (x (k + 1)) + (B k (step x k) - A (step x k))
  rw [hk]
  abel

/-- Along a sequence converging to a root `p` of `F` at which the strict derivative is
invertible, the residual and the error are of the same order. -/
theorem residual_isTheta_error {F : E → G} {A : E ≃L[ℝ] G} {y : ℕ → E} {p : E}
    (hF : HasStrictFDerivAt F (A : E →L[ℝ] G) p) (hp : F p = 0)
    (hy : Tendsto y atTop (𝓝 p)) :
    (fun k => F (y k)) =Θ[atTop] fun k => y k - p := by
  have hlin : (fun k => F (y k) - A (y k - p)) =o[atTop] fun k => y k - p := by
    have h := hF.isLittleO.comp_tendsto (hy.prodMk_nhds (tendsto_const_nhds (x := p)))
    refine h.congr (fun k => ?_) (fun k => rfl)
    show F (y k) - F p - A (y k - p) = F (y k) - A (y k - p)
    rw [hp, sub_zero]
  have hA : (fun k => A (y k - p)) =O[atTop] fun k => y k - p :=
    (A : E →L[ℝ] G).isBigO_comp (fun k => y k - p) atTop
  -- invertibility bounds the error by its image under the derivative
  have hAinv : (fun k => y k - p) =O[atTop] fun k => A (y k - p) :=
    ((A.symm : G →L[ℝ] E).isBigO_comp (fun k => A (y k - p)) atTop).congr_left
      (fun k => A.symm_apply_apply (y k - p))
  constructor
  · exact (hlin.isBigO.add hA).congr_left (fun k => sub_add_cancel _ _)
  · have h := (hlin.trans_isBigO hAinv).right_isBigO_add
    exact hAinv.trans (h.congr_right (fun k => sub_add_cancel _ _))

/-- If a quasi-Newton iteration converges to `p`, where `F` has strict derivative `A`, and
satisfies the Dennis–Moré condition for `A`, then `p` is a root of `F`. -/
theorem root_of_dennisMore {F : E → G} {A : E →L[ℝ] G} {B : ℕ → E →L[ℝ] G}
    {x : ℕ → E} {p : E} (hF : HasStrictFDerivAt F A p) (hx : Tendsto x atTop (𝓝 p))
    (hB : QuasiNewton F B x) (hDM : DennisMore A B x) : F p = 0 := by
  have h1 : Tendsto (fun k => x (k + 1)) atTop (𝓝 p) := hx.comp (tendsto_add_atTop_nat 1)
  have hs : Tendsto (step x) atTop (𝓝 0) := by
    have h := h1.sub hx
    rw [sub_self] at h
    exact h
  have hres : (fun k => F (x (k + 1))) =o[atTop] step x :=
    ((residual_add_isLittleO hF hx hB).sub hDM).congr_left (fun k => add_sub_cancel_right _ _)
  exact tendsto_nhds_unique (hF.continuousAt.tendsto.comp h1) (hres.isBigO.trans_tendsto hs)

/-- Nonlinear Dennis–Moré theorem: for a quasi-Newton iteration converging to a point `p` where
`F` has an invertible strict derivative `A`, the Dennis–Moré condition holds if and only if `p`
is a root of `F` and the convergence is superlinear. -/
theorem dennisMore_iff {F : E → G} {A : E ≃L[ℝ] G} {B : ℕ → E →L[ℝ] G}
    {x : ℕ → E} {p : E} (hF : HasStrictFDerivAt F (A : E →L[ℝ] G) p)
    (hx : Tendsto x atTop (𝓝 p)) (hB : QuasiNewton F B x) :
    DennisMore (A : E →L[ℝ] G) B x ↔ F p = 0 ∧ Superlinear x p := by
  have h1 : Tendsto (fun k => x (k + 1)) atTop (𝓝 p) := hx.comp (tendsto_add_atTop_nat 1)
  have hres := residual_add_isLittleO hF hx hB
  constructor
  · intro hDM
    have hp := root_of_dennisMore hF hx hB hDM
    have hFs : (fun k => F (x (k + 1))) =o[atTop] step x :=
      (hres.sub hDM).congr_left (fun k => add_sub_cancel_right _ _)
    -- the new error is small against the step, so the step is bounded by the old error
    have he : (fun k => x (k + 1) - p) =o[atTop] step x :=
      (residual_isTheta_error hF hp h1).2.trans_isLittleO hFs
    have hs : step x =O[atTop] fun k => -(x k - p) :=
      he.neg_left.right_isBigO_add.congr_right (fun k => by
        show -(x (k + 1) - p) + (x (k + 1) - x k) = -(x k - p)
        abel)
    exact ⟨hp, he.trans_isBigO (isBigO_neg_right.1 hs)⟩
  · rintro ⟨hp, hsup⟩
    -- superlinear convergence bounds the old error by the step
    have hs : (fun k => x k - p) =O[atTop] fun k => -step x k :=
      hsup.neg_left.right_isBigO_add.congr_right (fun k => by
        show -(x (k + 1) - p) + (x k - p) = -(x (k + 1) - x k)
        abel)
    have hFs : (fun k => F (x (k + 1))) =o[atTop] step x :=
      ((residual_isTheta_error hF hp h1).1.trans_isLittleO hsup).trans_isBigO
        (isBigO_neg_right.1 hs)
    exact (hres.sub hFs).congr_left (fun k => add_sub_cancel_left _ _)

omit [NormedSpace ℝ E] in
/-- For iterates that never hit `p`, superlinear convergence means that the quotient of
successive error norms tends to zero. -/
theorem superlinear_iff_ratio {x : ℕ → E} {p : E} (hne : ∀ k, x k ≠ p) :
    Superlinear x p ↔ Tendsto (fun k => ‖x (k + 1) - p‖ / ‖x k - p‖) atTop (𝓝 0) := by
  unfold Superlinear
  rw [← isLittleO_norm_norm]
  exact isLittleO_iff_tendsto
    (fun k hk => absurd hk (norm_ne_zero_iff.2 (sub_ne_zero.2 (hne k))))

/-- Textbook form: let `F` on Euclidean space be continuously differentiable with `F'(p)`
invertible, and let quasi-Newton iterates converge to `p` without ever hitting it. The
Dennis–Moré condition for `F'(p)` holds if and only if `F(p) = 0` and the quotient of successive
error norms tends to zero. -/
theorem dennisMore_iff_euclidean {n : ℕ}
    {F : EuclideanSpace ℝ (Fin n) → EuclideanSpace ℝ (Fin n)}
    {B : ℕ → EuclideanSpace ℝ (Fin n) →L[ℝ] EuclideanSpace ℝ (Fin n)}
    {x : ℕ → EuclideanSpace ℝ (Fin n)} {p : EuclideanSpace ℝ (Fin n)}
    (hF : ContDiff ℝ 1 F) (hinv : (fderiv ℝ F p).IsInvertible)
    (hx : Tendsto x atTop (𝓝 p)) (hne : ∀ k, x k ≠ p) (hB : QuasiNewton F B x) :
    DennisMore (fderiv ℝ F p) B x ↔
      F p = 0 ∧ Tendsto (fun k => ‖x (k + 1) - p‖ / ‖x k - p‖) atTop (𝓝 0) := by
  have h := hF.contDiffAt.hasStrictFDerivAt (x := p) (by simp)
  obtain ⟨A, hA⟩ := hinv
  rw [← hA] at h ⊢
  rw [← superlinear_iff_ratio hne]
  exact dennisMore_iff h hx hB

omit [NormedSpace ℝ E] in
/-- Under superlinear convergence with iterates that never hit `p`, the length of the step
divided by the current error norm tends to one. -/
theorem step_div_error_tendsto_one {x : ℕ → E} {p : E} (hne : ∀ k, x k ≠ p)
    (h : Superlinear x p) :
    Tendsto (fun k => ‖step x k‖ / ‖x k - p‖) atTop (𝓝 1) := by
  have hr := (superlinear_iff_ratio hne).1 h
  have hlo := hr.const_sub 1
  have hhi := hr.const_add 1
  rw [sub_zero] at hlo
  rw [add_zero] at hhi
  -- the triangle inequality encloses the quotient
  refine tendsto_of_tendsto_of_tendsto_of_le_of_le hlo hhi (fun k => ?_) (fun k => ?_)
  · have he : 0 < ‖x k - p‖ := norm_pos_iff.2 (sub_ne_zero.2 (hne k))
    have ht := norm_sub_le (x (k + 1) - p) (step x k)
    have hk : x (k + 1) - p - step x k = x k - p := by unfold step; abel
    rw [hk] at ht
    show 1 - ‖x (k + 1) - p‖ / ‖x k - p‖ ≤ ‖step x k‖ / ‖x k - p‖
    rw [le_div_iff₀ he, sub_mul, one_mul, div_mul_cancel₀ _ he.ne']
    linarith
  · have he : 0 < ‖x k - p‖ := norm_pos_iff.2 (sub_ne_zero.2 (hne k))
    have ht := norm_sub_le (x (k + 1) - p) (x k - p)
    have hk : x (k + 1) - p - (x k - p) = step x k := by unfold step; abel
    rw [hk] at ht
    show ‖step x k‖ / ‖x k - p‖ ≤ 1 + ‖x (k + 1) - p‖ / ‖x k - p‖
    rw [div_le_iff₀ he, add_mul, one_mul, div_mul_cancel₀ _ he.ne']
    linarith

/-- If the approximations `B_k` converge to `A` in operator norm, the Dennis–Moré condition
for `A` holds along every sequence of iterates. -/
theorem dennisMore_of_tendsto {A : E →L[ℝ] G} {B : ℕ → E →L[ℝ] G} (x : ℕ → E)
    (h : Tendsto B atTop (𝓝 A)) : DennisMore A B x := by
  refine isLittleO_iff.2 (fun c hc => ?_)
  filter_upwards [Metric.tendsto_nhds.1 h c hc] with k hk
  rw [dist_eq_norm] at hk
  calc ‖B k (step x k) - A (step x k)‖ = ‖(B k - A) (step x k)‖ := rfl
    _ ≤ ‖B k - A‖ * ‖step x k‖ := (B k - A).le_opNorm _
    _ ≤ c * ‖step x k‖ := mul_le_mul_of_nonneg_right hk.le (norm_nonneg _)

/-- If Newton's iteration for a continuously differentiable `F` converges to a point `p` with
`F'(p)` invertible, then `p` is a root of `F` and the convergence is superlinear. -/
theorem newton_superlinear {F : E → G} {x : ℕ → E} {p : E} (hF : ContDiff ℝ 1 F)
    (hinv : (fderiv ℝ F p).IsInvertible) (hx : Tendsto x atTop (𝓝 p))
    (hN : QuasiNewton F (fun k => fderiv ℝ F (x k)) x) :
    F p = 0 ∧ Superlinear x p := by
  have h := hF.contDiffAt.hasStrictFDerivAt (x := p) (by simp)
  have hD : Tendsto (fun k => fderiv ℝ F (x k)) atTop (𝓝 (fderiv ℝ F p)) :=
    ((hF.continuous_fderiv (by simp)).tendsto p).comp hx
  obtain ⟨A, hA⟩ := hinv
  rw [← hA] at h hD
  exact (dennisMore_iff h hx hN).1 (dennisMore_of_tendsto x hD)

end NonlinearDennisMore
```

```lean
#print axioms NonlinearDennisMore.dennisMore_iff_euclidean
-- 'NonlinearDennisMore.dennisMore_iff_euclidean' depends on axioms: [propext, Classical.choice, Quot.sound]
#print axioms NonlinearDennisMore.step_div_error_tendsto_one
-- 'NonlinearDennisMore.step_div_error_tendsto_one' depends on axioms: [propext, Classical.choice, Quot.sound]
#print axioms NonlinearDennisMore.newton_superlinear
-- 'NonlinearDennisMore.newton_superlinear' depends on axioms: [propext, Classical.choice, Quot.sound]
```

## From the estimates to the Lean proof

`residual_add_isLittleO` is equation (1). It evaluates the strict-derivative estimate at the pair (x_{k+1}, x_k), substitutes the quasi-Newton equation with `rw [hk]`, and leaves the rearrangement to `abel`.

`root_of_dennisMore` subtracts the Dennis–Moré condition from (1), so that F(x_{k+1}) = o(s_k). The sequence F(x_{k+1}) then has the limits F(p) and 0, and `tendsto_nhds_unique` identifies them. Invertibility is not used here.

`residual_isTheta_error` is the two-sided bound between residual and error. Inside it, `hlin` is the linearisation at the root, `hA` is the bound by ‖A‖, and `hAinv` is the bound through the inverse.

In `dennisMore_iff`, the forward direction obtains e_{k+1} = o(s_k) as `he` and s_k = O(e_k) as `hs`. The factors of ½ in the derivation are handled by `right_isBigO_add`, which says that adding a term of smaller order to a quantity leaves a sum that still bounds that quantity. The reverse direction uses the same lemma to bound e_k by s_k, then subtracts F(x_{k+1}) = o(s_k) from (1).

`superlinear_iff_ratio` converts little-o into the quotient r_k, using x_k ≠ p. With it, `dennisMore_iff_euclidean` follows from the general theorem, because a continuously differentiable map has a strict derivative at every point. `step_div_error_tendsto_one` proves the two triangle inequalities behind your stopping rule and squeezes the quotient between 1 − r_k and 1 + r_k.

Finally, `dennisMore_of_tendsto` uses ‖(B_k − A)s_k‖ ≤ ‖B_k − A‖‖s_k‖ to show that convergence of the full matrix is sufficient. `newton_superlinear` applies it to B_k = F'(x_k), which tends to F'(p) by continuity of the derivative.
